# The pseudocontact shift field is harmonic off the origin exactly when its tensor is traceless

Let $T$ be a real $3\times3$ matrix, let $r\in\mathbb R^3$ have components $r_0,r_1,r_2$, and write $\rho=\sqrt{r\cdot r}$. The field

$$f(r)=\frac{r^{\mathsf T}T\,r}{\rho^5}$$

satisfies, at every $r\neq0$,

$$\sum_{i=0}^{2}\partial_i^2 f(r)=\frac{2\,\mathrm{tr}\,T}{\rho^5}.$$

So its Laplacian vanishes at all nonzero points if and only if $\mathrm{tr}\,T=0$. The matrix need not be symmetric.

In paramagnetic NMR, $r$ points from the metal centre to a nucleus, and $T$ is proportional to the anisotropic part of the magnetic susceptibility tensor. For a point-like centre, the result gives a check on code that tabulates the shift on a grid: away from the centre, a finite-difference Laplacian should shrink towards zero as the mesh is refined, until rounding error, which is divided by the square of the spacing, takes over.

## From the quadratic form to the Laplacian

Write $q=r^{\mathsf T}Tr$ and $L_i=(Tr)_i+(r^{\mathsf T}T)_i$, and let $e_i$ be the unit vector along axis $i$. Moving a distance $t$ along this axis gives

$$q(r+te_i)=q(r)+t\,L_i(r)+t^2T_{ii},\qquad L_i(r+te_i)=L_i(r)+2t\,T_{ii}.$$

Hence $\partial_i q=L_i$ and $\partial_i L_i=2T_{ii}$. Differentiating $\rho^2=r\cdot r$ gives $2\rho\,\partial_i\rho=2r_i$, so $\partial_i\rho=r_i/\rho$ for $r\ne0$. The first derivative of the field is therefore

$$\partial_i f=\frac{L_i}{\rho^5}-\frac{5q\,r_i}{\rho^7}.$$

Differentiate the two terms once more along the same axis:

$$\partial_i\frac{L_i}{\rho^5}=\frac{2T_{ii}}{\rho^5}-\frac{5L_ir_i}{\rho^7},\qquad
\partial_i\frac{5q\,r_i}{\rho^7}=\frac{5L_ir_i+5q}{\rho^7}-\frac{35q\,r_i^2}{\rho^9}.$$

Subtracting,

$$\partial_i^2 f=\frac{2T_{ii}}{\rho^5}-\frac{10L_ir_i}{\rho^7}-\frac{5q}{\rho^7}+\frac{35q\,r_i^2}{\rho^9}.$$

Now sum over $i$. Both halves of $L_i$ contribute $q$ to $\sum_iL_ir_i$, so that sum is $2q$, while $\sum_ir_i^2=\rho^2$. This leaves

$$\sum_i\partial_i^2f=\frac{2\,\mathrm{tr}\,T}{\rho^5}+\frac{(-20-15+35)\,q}{\rho^7}=\frac{2\,\mathrm{tr}\,T}{\rho^5}.$$

Since $\rho>0$ off the origin, the right-hand side is zero exactly when the trace is zero.

## An isotropic tensor, the origin and the axial limit

Without tracelessness, harmonicity fails already for the identity matrix: $f=1/\rho^3$ has Laplacian $6/\rho^5$, which is nowhere zero.

The condition $r\neq0$ matters even for a traceless tensor. With $T=\mathrm{diag}(1,-1,0)$, the field along axis 0 is $1/|t|^3$, which is unbounded near $t=0$ and has no derivative there.

A familiar limit is the axially symmetric tensor $T=\mathrm{diag}(-a,-a,2a)$. If $\theta$ is the angle between $r$ and axis 2, the field becomes $a(3\cos^2\theta-1)/\rho^3$, and the trace condition holds for every $a$.

## The field and its derivatives in Lean

```lean
import Mathlib

open Matrix Topology

namespace PseudocontactShift

noncomputable section
```

Points are functions `Fin 3 → ℝ`, with axes numbered 0, 1 and 2. The radius is built from the dot product `⬝ᵥ`, because Mathlib's default norm on this type is the maximum norm and not the Euclidean length.

```lean
/-- The distance of the point `r` from the paramagnetic centre at the origin. -/
def radius (r : Fin 3 → ℝ) : ℝ := √(r ⬝ᵥ r)
```

In the field, `T *ᵥ r` is the matrix acting on the vector. Physical prefactors are absorbed into `T`, which is an arbitrary real matrix.

```lean
/-- The pseudocontact shift field `rᵀ T r / |r|⁵` of a tensor `T`, meant for `r ≠ 0`. -/
def pcsField (T : Matrix (Fin 3) (Fin 3) ℝ) (r : Fin 3 → ℝ) : ℝ :=
  (r ⬝ᵥ T *ᵥ r) / radius r ^ 5
```

Partial derivatives are ordinary derivatives along coordinate lines. The vector `Pi.single i 1` is $e_i$, so `along r i t` is $r+te_i$.

```lean
/-- The point reached from `r` by a displacement `t` along the Cartesian axis `i`. -/
def along (r : Fin 3 → ℝ) (i : Fin 3) (t : ℝ) : Fin 3 → ℝ := r + t • Pi.single i 1

/-- The partial derivative of a scalar field along the Cartesian axis `i`. -/
def partialDeriv (i : Fin 3) (f : (Fin 3 → ℝ) → ℝ) (r : Fin 3 → ℝ) : ℝ :=
  deriv (fun t => f (along r i t)) 0

/-- The Laplacian: the sum of the three unmixed second partial derivatives. -/
def laplacian (f : (Fin 3 → ℝ) → ℝ) (r : Fin 3 → ℝ) : ℝ :=
  ∑ i, partialDeriv i (partialDeriv i f) r
```

Lean's `deriv` returns zero where a function has no derivative, so a vanishing Laplacian would mean little by itself. The `HasDerivAt` theorems below establish that the first and second derivatives used here exist.

The next two definitions name $L_i$ and the closed formula for $\partial_if$.

```lean
/-- The component `(T r)ᵢ + (rᵀ T)ᵢ` of the gradient of the quadratic form `rᵀ T r`. -/
def quadSlope (T : Matrix (Fin 3) (Fin 3) ℝ) (i : Fin 3) (r : Fin 3 → ℝ) : ℝ :=
  (T *ᵥ r) i + (r ᵥ* T) i

/-- The closed formula for component `i` of the gradient of the shift field, for `r ≠ 0`. -/
def pcsGrad (T : Matrix (Fin 3) (Fin 3) ℝ) (i : Fin 3) (r : Fin 3 → ℝ) : ℝ :=
  quadSlope T i r / radius r ^ 5 - 5 * ((r ⬝ᵥ T *ᵥ r) * r i) / radius r ^ 7
```

## First derivatives along an axis

Two small facts come first: zero displacement returns the original point, and the radius is positive at a nonzero point. The second holds because a real vector with zero dot product with itself is zero.

```lean
/-- A zero displacement leaves the point where it is. -/
theorem along_zero (r : Fin 3 → ℝ) (i : Fin 3) : along r i 0 = r := by
  simp [along]

/-- Away from the origin the radius is positive. -/
theorem radius_pos {r : Fin 3 → ℝ} (hr : r ≠ 0) : 0 < radius r := by
  have h0 : 0 ≤ r ⬝ᵥ r := Finset.sum_nonneg fun i _ => mul_self_nonneg (r i)
  have h1 : r ⬝ᵥ r ≠ 0 := fun h => hr (dotProduct_self_eq_zero.1 h)
  exact Real.sqrt_pos.2 (lt_of_le_of_ne h0 h1.symm)
```

For the quadratic form, the proof establishes the expansion $q+tL_i+t^2T_{ii}$ by checking each of the three axes, then differentiates this polynomial at $t=0$.

```lean
/-- The derivative of `rᵀ T r` along axis `i` is `(T r)ᵢ + (rᵀ T)ᵢ`. -/
theorem hasDerivAt_quad (T : Matrix (Fin 3) (Fin 3) ℝ) (i : Fin 3) (r : Fin 3 → ℝ) :
    HasDerivAt (fun t => along r i t ⬝ᵥ T *ᵥ along r i t) (quadSlope T i r) 0 := by
  -- along a line the form is a quadratic polynomial in the displacement
  have h : (fun t => along r i t ⬝ᵥ T *ᵥ along r i t) =
      fun t => r ⬝ᵥ T *ᵥ r + t * quadSlope T i r + t ^ 2 * T i i := by
    funext t
    fin_cases i <;> simp [along, quadSlope, dotProduct, Matrix.mulVec, Matrix.vecMul,
      Fin.sum_univ_three, Pi.single_apply] <;> ring
  rw [h]
  have h1 := ((hasDerivAt_id' (0 : ℝ)).mul_const (quadSlope T i r)).const_add (r ⬝ᵥ T *ᵥ r)
  have h2 := ((hasDerivAt_id' (0 : ℝ)).fun_pow 2).mul_const (T i i)
  exact (h1.fun_add h2).congr_deriv (by simp)
```

The radius needs no separate expansion. Applying the previous theorem to the identity matrix gives $2r_i$ as the derivative of $r\cdot r$, and the chain rule for the square root gives $r_i/\rho$.

```lean
/-- Away from the origin the derivative of the radius along axis `i` is `rᵢ / |r|`. -/
theorem hasDerivAt_radius (i : Fin 3) {r : Fin 3 → ℝ} (hr : r ≠ 0) :
    HasDerivAt (fun t => radius (along r i t)) (r i / radius r) 0 := by
  have hs : HasDerivAt (fun t => along r i t ⬝ᵥ along r i t) (2 * r i) 0 := by
    have h := hasDerivAt_quad 1 i r
    simp only [quadSlope, Matrix.one_mulVec, Matrix.vecMul_one] at h
    rw [two_mul]
    exact h
  have h0 : along r i 0 ⬝ᵥ along r i 0 ≠ 0 := by
    rw [along_zero]
    exact fun h => hr (dotProduct_self_eq_zero.1 h)
  refine (hs.sqrt h0).congr_deriv ?_
  simp only [along_zero]
  exact mul_div_mul_left _ _ two_ne_zero
```

The quotient rule combines the two derivatives. After `field_simp` clears the denominators, the result agrees with `pcsGrad`.

```lean
/-- Away from the origin the shift field has the partial derivatives given by `pcsGrad`. -/
theorem hasDerivAt_pcsField (T : Matrix (Fin 3) (Fin 3) ℝ) (i : Fin 3) {r : Fin 3 → ℝ}
    (hr : r ≠ 0) :
    HasDerivAt (fun t => pcsField T (along r i t)) (pcsGrad T i r) 0 := by
  have hne : radius r ≠ 0 := (radius_pos hr).ne'
  have h5 : radius (along r i 0) ^ 5 ≠ 0 := by
    rw [along_zero]
    exact pow_ne_zero 5 hne
  refine ((hasDerivAt_quad T i r).fun_div ((hasDerivAt_radius i hr).fun_pow 5) h5).congr_deriv ?_
  simp only [along_zero, pcsGrad, Nat.cast_ofNat, Nat.reduceSub]
  field_simp
```

## Differentiating the gradient again

The second derivative concerns the function `partialDeriv i (pcsField T)`, which must be known at points near $r$ as well as at $r$ itself. Since the radius is continuous along the line and nonzero at $t=0$, it stays nonzero for small $t$. The closed gradient formula therefore holds on a neighbourhood, which is the content of `hev`, and it can be differentiated in place of the original function.

The facts `hL` and `hx` supply $\partial_iL_i=2T_{ii}$ and $\partial_ir_i=1$. The quotient-rule results `hA` and `hB` are the derivatives of the two terms of the gradient, and the final algebra collects them into the four terms found above.

```lean
/-- Away from the origin the unmixed second partial derivative of the shift field exists and
has the stated closed form. -/
theorem hasDerivAt_partialDeriv (T : Matrix (Fin 3) (Fin 3) ℝ) (i : Fin 3) {r : Fin 3 → ℝ}
    (hr : r ≠ 0) :
    HasDerivAt (fun t => partialDeriv i (pcsField T) (along r i t))
      (2 * T i i / radius r ^ 5 - 10 * (quadSlope T i r * r i) / radius r ^ 7
        - 5 * (r ⬝ᵥ T *ᵥ r) / radius r ^ 7
        + 35 * (r ⬝ᵥ T *ᵥ r) * r i ^ 2 / radius r ^ 9) 0 := by
  have hL : HasDerivAt (fun t => quadSlope T i (along r i t)) (2 * T i i) 0 := by
    have h : (fun t => quadSlope T i (along r i t)) =
        fun t => quadSlope T i r + t * (2 * T i i) := by
      funext t
      fin_cases i <;> simp [along, quadSlope, dotProduct, Matrix.mulVec, Matrix.vecMul,
        Fin.sum_univ_three, Pi.single_apply] <;> ring
    rw [h]
    exact (((hasDerivAt_id' (0 : ℝ)).mul_const (2 * T i i)).const_add _).congr_deriv (by simp)
  have hx : HasDerivAt (fun t => along r i t i) 1 0 := by
    have h : (fun t => along r i t i) = fun t => r i + t := by
      funext t
      simp [along]
    rw [h]
    exact (hasDerivAt_id' (0 : ℝ)).const_add (r i)
  have hne : radius r ≠ 0 := (radius_pos hr).ne'
  have h0 : radius (along r i 0) ≠ 0 := by rwa [along_zero]
  have hρ := hasDerivAt_radius i hr
  -- nearby points on the line also avoid the origin, so the gradient formula holds there
  have hev : (fun t => partialDeriv i (pcsField T) (along r i t)) =ᶠ[𝓝 0]
      fun t => pcsGrad T i (along r i t) := by
    filter_upwards [hρ.continuousAt.eventually_ne h0] with t ht
    exact (hasDerivAt_pcsField T i (fun h => ht (by simp [h, radius]))).deriv
  refine HasDerivAt.congr_of_eventuallyEq ?_ hev
  have hA := hL.fun_div (hρ.fun_pow 5) (pow_ne_zero 5 h0)
  have hB := (((hasDerivAt_quad T i r).fun_mul hx).const_mul 5).fun_div
    (hρ.fun_pow 7) (pow_ne_zero 7 h0)
  refine (hA.fun_sub hB).congr_deriv ?_
  simp only [along_zero, Nat.cast_ofNat, Nat.reduceSub]
  field_simp
  ring
```

## The trace identity and its converse

The main theorem reads: for every real matrix `T` and every nonzero `r`, the Laplacian of the field at `r` equals $2\,\mathrm{tr}\,T/\rho^5$. In its proof, `hE` is the relation $\sum_iL_ir_i=2q$, `hR` is $\sum_ir_i^2=\rho^2$, and `hsum` adds the three second derivatives. Substituting the first two into the third produces the cancellation $-20-15+35=0$.

```lean
/-- At every point off the origin the Laplacian of the shift field is `2 tr(T) / |r|⁵`. -/
theorem laplacian_pcsField (T : Matrix (Fin 3) (Fin 3) ℝ) {r : Fin 3 → ℝ} (hr : r ≠ 0) :
    laplacian (pcsField T) r = 2 * T.trace / radius r ^ 5 := by
  have hne : radius r ≠ 0 := (radius_pos hr).ne'
  -- Euler's relation for the quadratic form, and the square of the radius
  have hE : quadSlope T 0 r * r 0 + quadSlope T 1 r * r 1 + quadSlope T 2 r * r 2
      = 2 * (r ⬝ᵥ T *ᵥ r) := by
    simp only [quadSlope, dotProduct, Matrix.mulVec, Matrix.vecMul, Fin.sum_univ_three]
    ring
  have hR : r 0 ^ 2 + r 1 ^ 2 + r 2 ^ 2 = radius r ^ 2 := by
    have h0 : 0 ≤ r ⬝ᵥ r := Finset.sum_nonneg fun i _ => mul_self_nonneg (r i)
    rw [radius, Real.sq_sqrt h0]
    simp only [dotProduct, Fin.sum_univ_three]
    ring
  have hsum : laplacian (pcsField T) r = 2 * T.trace / radius r ^ 5
      - 10 * (quadSlope T 0 r * r 0 + quadSlope T 1 r * r 1 + quadSlope T 2 r * r 2)
        / radius r ^ 7
      - 15 * (r ⬝ᵥ T *ᵥ r) / radius r ^ 7
      + 35 * (r ⬝ᵥ T *ᵥ r) * (r 0 ^ 2 + r 1 ^ 2 + r 2 ^ 2) / radius r ^ 9 := by
    have h : ∀ i, partialDeriv i (partialDeriv i (pcsField T)) r = _ :=
      fun i => (hasDerivAt_partialDeriv T i hr).deriv
    simp only [laplacian, h, Fin.sum_univ_three, Matrix.trace, Matrix.diag_apply]
    ring
  rw [hsum, hE, hR]
  field_simp
  ring
```

The equivalence quantifies over all nonzero points on its left side. To recover the trace condition, the proof evaluates the Laplacian at the single point $(1,1,1)$, where the denominator is positive and so the numerator must vanish. The other direction is direct substitution.

```lean
/-- The Laplacian of the shift field vanishes at every nonzero point if and only if the tensor is
traceless. -/
theorem harmonic_iff_traceless (T : Matrix (Fin 3) (Fin 3) ℝ) :
    (∀ r, r ≠ 0 → laplacian (pcsField T) r = 0) ↔ T.trace = 0 := by
  constructor
  · intro h
    have hv : (fun _ => 1 : Fin 3 → ℝ) ≠ 0 := fun h => one_ne_zero (congrFun h 0)
    have h1 := h _ hv
    rw [laplacian_pcsField T hv, div_eq_zero_iff] at h1
    rcases h1 with h1 | h1
    · linarith
    · exact absurd h1 (pow_pos (radius_pos hv) 5).ne'
  · intro ht r hr
    rw [laplacian_pcsField T hr, ht]
    simp
```

Off the origin the field is a quotient of smooth functions with a nonzero denominator, so a vanishing Laplacian there makes it harmonic in the usual sense. The Lean theorems state only that the Laplacian vanishes; they do not address mixed derivatives or continuity of the second derivatives.

## Susceptibility anisotropy and the axial–rhombic formula

A susceptibility tensor $\chi$ generally has a nonzero trace. Its isotropic part, $(\mathrm{tr}\,\chi/3)$ times the identity, produces no pseudocontact shift in the point-dipole model with rotational averaging. It has to be subtracted before $\chi$ is used in $f$, where it would add a spurious term $(\mathrm{tr}\,\chi/3)/\rho^3$. What remains is traceless, because the identity matrix has trace 3, and so its field is harmonic off the origin.

```lean
/-- Subtracting the isotropic part from any susceptibility tensor `χ` leaves a shift field whose
Laplacian vanishes at every nonzero point. -/
theorem harmonic_anisotropic_part (χ : Matrix (Fin 3) (Fin 3) ℝ) {r : Fin 3 → ℝ}
    (hr : r ≠ 0) :
    laplacian (pcsField (χ - (χ.trace / 3) • (1 : Matrix (Fin 3) (Fin 3) ℝ))) r = 0 := by
  refine (harmonic_iff_traceless _).2 ?_ r hr
  rw [Matrix.trace_sub, Matrix.trace_smul, Matrix.trace_one, Fintype.card_fin, smul_eq_mul]
  push_cast
  ring
```

The last theorem treats the formula in the principal axes of the tensor,

$$\frac{a\,(2r_2^2-r_0^2-r_1^2)+\tfrac32\,b\,(r_0^2-r_1^2)}{\rho^5},$$

where $a$ and $b$ are the parameters `ax` and `rh`. With the customary common factor $1/(12\pi)$ left out, they stand for the axial anisotropy $\chi_{22}-(\chi_{00}+\chi_{11})/2$ and the rhombic anisotropy $\chi_{00}-\chi_{11}$. The proof rewrites the expression as the field of a diagonal matrix with entries $-a+\tfrac32b$, $-a-\tfrac32b$ and $2a$. These add to zero, so the equivalence applies.

```lean
/-- The shift formula with axial parameter `ax` and rhombic parameter `rh`, in the principal axes of
the tensor, has zero Laplacian at every nonzero point. -/
theorem harmonic_axial_rhombic (ax rh : ℝ) {r : Fin 3 → ℝ} (hr : r ≠ 0) :
    laplacian (fun x => (ax * (2 * x 2 ^ 2 - x 0 ^ 2 - x 1 ^ 2)
      + 3 / 2 * rh * (x 0 ^ 2 - x 1 ^ 2)) / radius x ^ 5) r = 0 := by
  have h : (fun x : Fin 3 → ℝ => (ax * (2 * x 2 ^ 2 - x 0 ^ 2 - x 1 ^ 2)
      + 3 / 2 * rh * (x 0 ^ 2 - x 1 ^ 2)) / radius x ^ 5) =
      pcsField (Matrix.diagonal ![-ax + 3 / 2 * rh, -ax - 3 / 2 * rh, 2 * ax]) := by
    funext x
    unfold pcsField
    congr 1
    simp [dotProduct, Matrix.mulVec_diagonal, Fin.sum_univ_three]
    ring
  rw [h]
  refine (harmonic_iff_traceless _).2 ?_ r hr
  simp [Matrix.trace_diagonal, Fin.sum_univ_three]
  ring

end

end PseudocontactShift
```

The model has one point-like centre and a tensor that is the same for every position $r$. The susceptibility is an input, not derived from the electronic states of the metal, and the contact shift caused by spin density at the nucleus is absent.

```lean
#print axioms PseudocontactShift.harmonic_iff_traceless
#print axioms PseudocontactShift.harmonic_anisotropic_part
#print axioms PseudocontactShift.harmonic_axial_rhombic
```

```
'PseudocontactShift.harmonic_iff_traceless' depends on axioms: [propext, Classical.choice, Quot.sound]
'PseudocontactShift.harmonic_anisotropic_part' depends on axioms: [propext, Classical.choice, Quot.sound]
'PseudocontactShift.harmonic_axial_rhombic' depends on axioms: [propext, Classical.choice, Quot.sound]
```
